# In finite dimension, a self-adjoint operator that commutes with a fermionic time reversal has an orthonormal eigenbasis of Kramers pairs

**Q.** Your time reversal \(K\) is an abstract map with two properties. Where are the spin matrices and the complex conjugation?

**A.** They belong to particular representations. Here \(V\) is a complex inner-product space, and the type `V →ₛₗ[starRingEnd ℂ] V` makes \(K\) conjugate-linear: \(K(cx)=\bar c\,Kx\).

In Lean 4 with Mathlib:

```lean
import Mathlib

open scoped InnerProductSpace ComplexConjugate

namespace KramersPairs

variable {V : Type*} [NormedAddCommGroup V] [InnerProductSpace ℂ V]
```

The two properties are antiunitarity, \(\langle Kx,Ky\rangle=\langle y,x\rangle\), and \(K^2=-1\), the sign for an odd number of spin-½ particles. The inner product is conjugate-linear in its first slot.

```lean
/-- A fermionic time reversal: a conjugate-linear map `K` that is antiunitary and squares
to `-1`. -/
structure IsTimeReversal (K : V →ₛₗ[starRingEnd ℂ] V) : Prop where
  inner_map : ∀ x y, ⟪K x, K y⟫_ℂ = ⟪y, x⟫_ℂ
  sq : ∀ x, K (K x) = -x
```

**Q.** And what is a Kramers pair?

**A.** A state \(v_i\) with its partner \(Kv_i\), labelled `(i, 0)` and `(i, 1)`.

```lean
/-- The states `v i` together with their time-reversed partners `K (v i)`. -/
def pairs (K : V →ₛₗ[starRingEnd ℂ] V) {n : ℕ} (v : Fin n → V) (p : Fin n × Fin 2) : V :=
  if p.2 = 0 then v p.1 else K (v p.1)
```

The basis is built up pair by pair. At each stage we hold orthonormal eigenvectors \(v_i\) of a linear operator \(T\), with real energies \(E_i\) and \(\langle v_i,Kv_j\rangle=0\) for all \(i,j\).

```lean
/-- Orthonormal eigenvectors `v i` of `T` with real energies `E i`, each orthogonal to all the
time-reversed states `K (v j)`. -/
structure IsKramersFamily (T : V →ₗ[ℂ] V) (K : V →ₛₗ[starRingEnd ℂ] V) {n : ℕ}
    (v : Fin n → V) (E : Fin n → ℝ) : Prop where
  orthonormal : Orthonormal ℂ v
  partner : ∀ i j, ⟪v i, K (v j)⟫_ℂ = 0
  eigen : ∀ i, T (v i) = (E i : ℂ) • v i
```

**Q.** Why should \(v_i\) be orthogonal to its own partner?

**A.** Apply antiunitarity to \(Ky\) and \(x\), then use \(K^2=-1\):
\[
\langle x,Ky\rangle=\langle K(Ky),Kx\rangle=-\langle y,Kx\rangle .
\]

```lean
variable {T : V →ₗ[ℂ] V} {K : V →ₛₗ[starRingEnd ℂ] V}

/-- For a fermionic time reversal the overlap `⟪x, K y⟫` is antisymmetric in `x` and `y`. -/
theorem inner_partner_antisymm (hK : IsTimeReversal K) (x y : V) :
    ⟪x, K y⟫_ℂ = -⟪y, K x⟫_ℂ := by
  rw [← hK.inner_map (K y) x, hK.sq, inner_neg_left]
```

Setting \(y=x\) gives \(2\langle x,Kx\rangle=0\).

```lean
/-- Every state is orthogonal to its image under a fermionic time reversal. -/
theorem inner_partner_self (hK : IsTimeReversal K) (x : V) : ⟪x, K x⟫_ℂ = 0 := by
  have h := inner_partner_antisymm hK x x
  linear_combination (1 / 2 : ℂ) * h
```

**Q.** Does the partner have the same energy?

**A.** Yes, if \(KT=TK\). If \(Tx=Ex\) with \(E\) real, then \(TKx=KTx=K(Ex)=\bar E\,Kx=E\,Kx\). The Hamiltonian of electrons in the electric field of fixed nuclei commutes with time reversal, with or without spin–orbit coupling, when there is no magnetic field. A Kohn–Sham operator with different potentials for spin up and spin down does not, even without an external magnetic field.

```lean
/-- If `T` commutes with `K`, then `K` takes an eigenvector with a real eigenvalue to a vector
obeying the same eigenvalue equation. -/
theorem partner_eigen (hTK : ∀ x, K (T x) = T (K x)) {x : V} {E : ℝ}
    (hx : T x = (E : ℂ) • x) : T (K x) = (E : ℂ) • K x := by
  rw [← hTK, hx, map_smulₛₗ, Complex.conj_ofReal]
```

The next lemma gives the energy of both members of every pair: the first by assumption, the second by this step.

```lean
/-- In a Kramers family of an operator commuting with `K`, both members of each pair have
the energy of the pair. -/
theorem IsKramersFamily.pairs_eigen {n : ℕ} {v : Fin n → V} {E : Fin n → ℝ}
    (h : IsKramersFamily T K v E) (hTK : ∀ x, K (T x) = T (K x)) (p : Fin n × Fin 2) :
    T (pairs K v p) = (E p.1 : ℂ) • pairs K v p := by
  unfold pairs
  split_ifs
  · exact h.eigen p.1
  · exact partner_eigen hTK (h.eigen p.1)
```

The pairs are also orthonormal together. The mixed overlaps vanish by assumption, and \(\langle Kv_i,Kv_j\rangle=\langle v_j,v_i\rangle=\delta_{ij}\). The proof checks the four combinations of labels.

```lean
/-- The states of a Kramers family and their partners under a fermionic time reversal are
together orthonormal. -/
theorem IsKramersFamily.orthonormal_pairs {n : ℕ} {v : Fin n → V} {E : Fin n → ℝ}
    (h : IsKramersFamily T K v E) (hK : IsTimeReversal K) : Orthonormal ℂ (pairs K v) := by
  have hv := orthonormal_iff_ite.1 h.orthonormal
  rw [orthonormal_iff_ite]
  rintro ⟨i, s⟩ ⟨j, t⟩
  obtain rfl | rfl : s = 0 ∨ s = 1 := by omega
  · obtain rfl | rfl : t = 0 ∨ t = 1 := by omega
    · simpa [pairs] using hv i j
    · simp [pairs, h.partner]
  · obtain rfl | rfl : t = 0 ∨ t = 1 := by omega
    · simp [pairs, inner_eq_zero_symm.1 (h.partner j i)]
    · by_cases hij : i = j
      · subst hij
        have hp : pairs K v (i, 1) = K (v i) := by simp [pairs]
        have hi : ⟪K (v i), K (v i)⟫_ℂ = 1 := by rw [hK.inner_map, hv, if_pos rfl]
        rw [if_pos rfl, hp, hi]
      · simp [pairs, hK.inner_map, hv, hij, Ne.symm hij]
```

**Q.** Where does the next eigenvector come from?

**A.** From any non-zero subspace that \(T\) maps into itself. In finite dimension, \(T\) restricted to it has an eigenvector \(y\), with \(Ty=cy\). Self-adjointness, `T.IsSymmetric`, gives
\[
\bar c\,\langle y,y\rangle=\langle Ty,y\rangle=\langle y,Ty\rangle=c\,\langle y,y\rangle ,
\]
so \(c\) is real. Then divide \(y\) by its norm.

```lean
variable [FiniteDimensional ℂ V]

/-- On a finite-dimensional space, a self-adjoint operator has a normalised eigenvector with a real
eigenvalue in every non-zero subspace that it maps into itself. -/
theorem exists_unit_eigenvector (hT : T.IsSymmetric) (W : Submodule ℂ V) (hW : W ≠ ⊥)
    (hTW : ∀ x ∈ W, T x ∈ W) : ∃ x ∈ W, ‖x‖ = 1 ∧ ∃ E : ℝ, T x = (E : ℂ) • x := by
  have : Nontrivial W := Submodule.nontrivial_iff_ne_bot.2 hW
  obtain ⟨c, hc⟩ := Module.End.exists_eigenvalue (T.restrict hTW)
  obtain ⟨y, hy⟩ := hc.exists_hasEigenvector
  have hy0 : (y : V) ≠ 0 := fun h => hy.2 (Subtype.ext h)
  have hTy : T (y : V) = c • (y : V) := by
    have h := congrArg (fun z : W => (z : V)) hy.apply_eq_smul
    exact h
  -- self-adjointness makes the eigenvalue real
  have h : ⟪T (y : V), (y : V)⟫_ℂ = ⟪(y : V), T (y : V)⟫_ℂ := hT _ _
  rw [hTy, inner_smul_left, inner_smul_right] at h
  have hcr := mul_right_cancel₀ (inner_self_ne_zero.2 hy0) h
  refine ⟨((‖(y : V)‖⁻¹ : ℝ) : ℂ) • (y : V), W.smul_mem _ y.2, ?_, c.re, ?_⟩
  · rw [norm_smul, Complex.norm_real, norm_inv, norm_norm,
      inv_mul_cancel₀ (norm_ne_zero_iff.2 hy0)]
  · rw [map_smul, hTy, Complex.conj_eq_iff_re.1 hcr]
    exact smul_comm _ _ _
```

**Q.** Why not take any new eigenvector orthogonal to the \(v_i\) already found?

**A.** That is where the derivation can go wrong: \(Kv_0\) is such a vector, but its partner is \(-v_0\), so it brings no new pair. The new vector \(x\) must be orthogonal to the partners too.

So take the orthogonal complement of all the pairs. If they do not span \(V\), it is non-zero. It is also invariant: for \(x\) in it and a pair member \(p\) of energy \(E\), \(\langle p,Tx\rangle=\langle Tp,x\rangle=E\langle p,x\rangle=0\). It therefore contains a unit eigenvector \(x\), and its partner fits as well, since \(\langle v_i,Kx\rangle=-\langle x,Kv_i\rangle=0\) and \(\langle x,Kx\rangle=0\).

In the code, `mem` characterises the complement, and `Matrix.vecCons` puts \(x\) at the front of the list.

```lean
/-- On a finite-dimensional space, if `T` is self-adjoint and commutes with the fermionic time
reversal `K`, and the pairs found so far do not span the space, then there is a Kramers family with
one more pair. -/
theorem IsKramersFamily.extend (hK : IsTimeReversal K) (hT : T.IsSymmetric)
    (hTK : ∀ x, K (T x) = T (K x)) {n : ℕ} {v : Fin n → V} {E : Fin n → ℝ}
    (h : IsKramersFamily T K v E) (hs : Submodule.span ℂ (Set.range (pairs K v)) ≠ ⊤) :
    ∃ (w : Fin (n + 1) → V) (F : Fin (n + 1) → ℝ), IsKramersFamily T K w F := by
  have mem : ∀ x, x ∈ (Submodule.span ℂ (Set.range (pairs K v)))ᗮ ↔
      ∀ p, ⟪pairs K v p, x⟫_ℂ = 0 := by
    intro x
    refine ⟨fun hx p => (Submodule.mem_orthogonal _ _).1 hx _
      (Submodule.subset_span ⟨p, rfl⟩), fun hx => (Submodule.mem_orthogonal _ _).2 ?_⟩
    intro u hu
    induction hu using Submodule.span_induction with
    | mem y hy => obtain ⟨p, rfl⟩ := hy; exact hx p
    | zero => exact inner_zero_left _
    | add a b _ _ ha hb => rw [inner_add_left, ha, hb, add_zero]
    | smul c a _ ha => rw [inner_smul_left, ha, mul_zero]
  -- the orthogonal complement is invariant, so it holds a further eigenvector
  obtain ⟨x, hxW, hn, e, he⟩ := exists_unit_eigenvector hT _
    (fun h' => hs (Submodule.orthogonal_eq_bot_iff.1 h')) (fun x hx => by
      rw [mem] at hx ⊢
      intro p
      rw [← hT (pairs K v p) x, h.pairs_eigen hTK, inner_smul_left, hx p, mul_zero])
  rw [mem] at hxW
  have h0 : ∀ i, ⟪v i, x⟫_ℂ = 0 := fun i => by simpa [pairs] using hxW (i, 0)
  have h1 : ∀ i, ⟪x, K (v i)⟫_ℂ = 0 := fun i =>
    inner_eq_zero_symm.1 (by simpa [pairs] using hxW (i, 1))
  have hv := orthonormal_iff_ite.1 h.orthonormal
  refine ⟨Matrix.vecCons x v, Matrix.vecCons e E, orthonormal_iff_ite.2 ?_, ?_, ?_⟩
  · intro i j
    cases i using Fin.cases with
    | zero =>
      cases j using Fin.cases with
      | zero => simp [inner_self_eq_norm_sq_to_K, hn]
      | succ j => simp [inner_eq_zero_symm.1 (h0 j), (Fin.succ_ne_zero j).symm]
    | succ i =>
      cases j using Fin.cases with
      | zero => simp [h0 i, Fin.succ_ne_zero i]
      | succ j => simpa [Fin.succ_inj] using hv i j
  · intro i j
    cases i using Fin.cases with
    | zero =>
      cases j using Fin.cases with
      | zero => exact inner_partner_self hK x
      | succ j => exact h1 j
    | succ i =>
      cases j using Fin.cases with
      | zero => exact (inner_partner_antisymm hK (v i) x).trans (by rw [h1 i, neg_zero])
      | succ j => exact h.partner i j
  · intro i
    cases i using Fin.cases with
    | zero => exact he
    | succ i => exact h.eigen i
```

**Q.** What does the main theorem then say?

**A.** There are a number \(n\), an orthonormal basis `b` indexed by `Fin n × Fin 2`, and real energies \(E_i\), such that `b (i, 1) = K (b (i, 0))` and both are eigenvectors of \(T\) with eigenvalue \(E_i\).

The proof is by contradiction. If no family spanned \(V\), induction from the empty family would give families of every size, including \(\dim V+1\) orthonormal vectors.

```lean
/-- **Kramers pairs.** A self-adjoint operator commuting with a fermionic time reversal `K` on a
finite-dimensional space has an orthonormal eigenbasis made of pairs `b (i, 0)` and
`b (i, 1) = K (b (i, 0))`, both with the same real energy `E i`. -/
theorem exists_kramers_basis (hK : IsTimeReversal K) (hT : T.IsSymmetric)
    (hTK : ∀ x, K (T x) = T (K x)) :
    ∃ (n : ℕ) (b : OrthonormalBasis (Fin n × Fin 2) ℂ V) (E : Fin n → ℝ), ∀ i,
      b (i, 1) = K (b (i, 0)) ∧ T (b (i, 0)) = (E i : ℂ) • b (i, 0) ∧
        T (b (i, 1)) = (E i : ℂ) • b (i, 1) := by
  by_contra hne
  -- if no family were complete, there would be families of every size
  have all : ∀ n : ℕ, ∃ (v : Fin n → V) (E : Fin n → ℝ), IsKramersFamily T K v E := by
    intro n
    induction n with
    | zero =>
      exact ⟨fun i => i.elim0, fun i => i.elim0,
        ⟨orthonormal_iff_ite.2 fun i => i.elim0, fun i => i.elim0, fun i => i.elim0⟩⟩
    | succ n ih =>
      obtain ⟨v, E, h⟩ := ih
      refine h.extend hK hT hTK fun htop => hne ?_
      refine ⟨n, OrthonormalBasis.mk (h.orthonormal_pairs hK) htop.ge, E, fun i => ?_⟩
      rw [OrthonormalBasis.coe_mk]
      exact ⟨by simp [pairs], h.pairs_eigen hTK (i, 0), h.pairs_eigen hTK (i, 1)⟩
  obtain ⟨v, E, h⟩ := all (Module.finrank ℂ V + 1)
  have hcard := h.orthonormal.linearIndependent.fintype_card_le_finrank
  rw [Fintype.card_fin] at hcard
  omega
```

**Q.** Does this give the usual even degeneracy?

**A.** Yes, and there \(T\) need not be self-adjoint. \(K\) maps the eigenspace of a real \(E\) into itself, so the main theorem, applied on that eigenspace to the zero operator, gives a basis of \(2n\) vectors. If \(E\) is not an eigenvalue, the dimension is zero.

```lean
/-- **Kramers degeneracy.** For a linear operator commuting with a fermionic time reversal on a
finite-dimensional space, the eigenspace of any real number has even dimension. -/
theorem even_finrank_eigenspace (hK : IsTimeReversal K) (hTK : ∀ x, K (T x) = T (K x))
    (E : ℝ) : Even (Module.finrank ℂ (Module.End.eigenspace T (E : ℂ))) := by
  have hW : ∀ x ∈ Module.End.eigenspace T (E : ℂ), K x ∈ Module.End.eigenspace T (E : ℂ) :=
    fun x hx => Module.End.mem_eigenspace_iff.2
      (partner_eigen hTK (Module.End.mem_eigenspace_iff.1 hx))
  -- time reversal restricts to the eigenspace, which then has a basis of pairs
  let KW : Module.End.eigenspace T (E : ℂ) →ₛₗ[starRingEnd ℂ]
      Module.End.eigenspace T (E : ℂ) :=
    { toFun := fun x => ⟨K x, hW x x.2⟩
      map_add' := fun x y => Subtype.ext (by simp)
      map_smul' := fun c x => Subtype.ext (by simp) }
  have hKW : IsTimeReversal KW :=
    ⟨fun x y => hK.inner_map x y, fun x => Subtype.ext (hK.sq x)⟩
  obtain ⟨n, b, _, _⟩ := exists_kramers_basis (T := 0) hKW (fun x y => by simp)
    (fun x => by simp)
  have hcard : Module.finrank ℂ (Module.End.eigenspace T (E : ℂ)) = n * 2 := by
    rw [Module.finrank_eq_card_basis b.toBasis]
    simp
  exact ⟨n, by omega⟩
```

**Q.** Show me a concrete \(K\).

**A.** For a spin-½ particle in real, orthonormal spatial orbitals, send \((a,b)\) to \((-\bar b,\bar a)\) in each orbital. Twice gives \((-a,-b)\).

```lean
/-- Time reversal of a spin-½ particle in real spatial orbitals: in each orbital the spinor `(a, b)`
becomes `(-conj b, conj a)`. -/
noncomputable def spinReversal (ι : Type*) :
    EuclideanSpace ℂ (ι × Fin 2) →ₛₗ[starRingEnd ℂ] EuclideanSpace ℂ (ι × Fin 2) where
  toFun x := WithLp.toLp 2 fun p => if p.2 = 0 then -conj (x (p.1, 1)) else conj (x (p.1, 0))
  map_add' x y := by
    ext p
    by_cases h : p.2 = 0 <;> simp [h]
    ring
  map_smul' c x := by
    ext p
    by_cases h : p.2 = 0 <;> simp [h]
```

Let the Hamiltonian give orbital \(i\) the real energy \(e_i\) for either spin.

```lean
/-- The Hamiltonian that gives orbital `i` the energy `e i` for either spin. -/
noncomputable def orbitalLevels {ι : Type*} (e : ι → ℝ) :
    EuclideanSpace ℂ (ι × Fin 2) →ₗ[ℂ] EuclideanSpace ℂ (ι × Fin 2) where
  toFun x := WithLp.toLp 2 fun p => (e p.1 : ℂ) * x p
  map_add' x y := by
    ext p
    simp [mul_add]
  map_smul' c x := by
    ext p
    simp [mul_left_comm]
```

All the hypotheses then follow componentwise; commutation uses that \(e_i\) is real.

```lean
/-- For finitely many spin-½ orbitals, `spinReversal` is a fermionic time reversal, and
`orbitalLevels e` is self-adjoint and commutes with it. -/
theorem kramers_witness {ι : Type*} [Fintype ι] (e : ι → ℝ) :
    IsTimeReversal (spinReversal ι) ∧ (orbitalLevels e).IsSymmetric ∧
      ∀ x, spinReversal ι (orbitalLevels e x) = orbitalLevels e (spinReversal ι x) := by
  refine ⟨⟨fun x y => ?_, fun x => ?_⟩, fun x y => ?_, fun x => ?_⟩
  · simp only [PiLp.inner_apply, Fintype.sum_prod_type, Fin.sum_univ_two]
    refine Finset.sum_congr rfl fun i _ => ?_
    simp [spinReversal]
    ring
  · ext ⟨i, s⟩
    obtain rfl | rfl : s = 0 ∨ s = 1 := by omega
    all_goals simp [spinReversal]
  · simp only [PiLp.inner_apply]
    refine Finset.sum_congr rfl fun p _ => ?_
    simp [orbitalLevels]
    ring
  · ext ⟨i, s⟩
    obtain rfl | rfl : s = 0 ∨ s = 1 := by omega
    all_goals simp [spinReversal, orbitalLevels]

end KramersPairs
```

```lean
#print axioms KramersPairs.exists_kramers_basis
#print axioms KramersPairs.even_finrank_eigenspace
```

```
'KramersPairs.exists_kramers_basis' depends on axioms: [propext, Classical.choice, Quot.sound]
'KramersPairs.even_finrank_eigenspace' depends on axioms: [propext, Classical.choice, Quot.sound]
```

**Q.** And a Dirac Hamiltonian?

**A.** Its matrix in a finite orthonormal basis whose span is closed under time reversal, without a magnetic field, is the intended use: the spinors can be chosen in Kramers pairs. You must supply \(K\) and check the hypotheses: \(K\) is antiunitary with \(K^2=-1\), the matrix is Hermitian, and the two commute. The theorem does not carry over to the unbounded Dirac operator on its infinite-dimensional space, which need not have an eigenbasis: for a free particle it has no eigenvectors at all.
